# Spin-independent gaps, direct terms and exchange terms split the exciton Hamiltonian into one block T + 2K and three blocks T

**Q:** In an exciton calculation for a closed-shell crystal without spin-orbit coupling, I diagonalise \(T+2K\) for singlets and \(T\) for triplets. I never build the matrix with spin. What does that rest on?

**A:** On a change of spin basis. Let \(t,u\) label the spatial transitions. \(T\) holds the quasiparticle gaps minus the screened direct term (it is not a kinetic energy), and \(K\) is the electron-hole exchange. With two spin labels per pair,

\[ H_{(t,s,s'),(u,r,r')}=T_{tu}\,\delta_{sr}\delta_{s'r'}+K_{tu}\,\delta_{ss'}\delta_{rr'} . \]

```lean
import Mathlib

open Matrix
open scoped Kronecker

namespace BetheSalpeterSpin

noncomputable section

variable {n : Type*}

/-- The Kronecker delta of two spin labels. -/
def delta (s r : Fin 2) : ℂ := if s = r then 1 else 0

/-- The spin-resolved Hamiltonian: `T` conserves both spins of the pair, while the exchange `K`
connects pairs whose two spin labels agree. -/
def bse (T K : Matrix n n ℂ) : Matrix (n × Fin 2 × Fin 2) (n × Fin 2 × Fin 2) ℂ :=
  Matrix.of fun p q =>
    T p.1 q.1 * (delta p.2.1 q.2.1 * delta p.2.2 q.2.2) +
    K p.1 q.1 * (delta p.2.1 p.2.2 * delta q.2.1 q.2.2)
```

In `bse`, `p` is \((t,s,s')\) and `q` is \((u,r,r')\), with spin values 0 and 1. `T` and `K` are arbitrary complex matrices.

**Q:** Exchange connects equal labels. Isn't a singlet made of opposite spins?

**A:** Here \(s\) is the spin of the excited electron, and \(s'\) is the spin of the valence orbital that was emptied, not the spin of the hole. The singlet is therefore \((|00\rangle+|11\rangle)/\sqrt2\). The triplets are \((|00\rangle-|11\rangle)/\sqrt2\), \(|01\rangle\) and \(|10\rangle\). These four vectors are the columns of a real matrix \(U\), `spinRotation`. The exchange spin factor is \(J_{(s,s'),(r,r')}=\delta_{ss'}\delta_{rr'}\).

```lean
/-- The spin factor of the exchange term, as a real matrix on the four spin pairs. -/
def exchangeSpin : Matrix (Fin 2 × Fin 2) (Fin 2 × Fin 2) ℝ :=
  Matrix.of fun p q => (if p.1 = p.2 then 1 else 0) * (if q.1 = q.2 then 1 else 0)

/-- The spin rotation. Column `(0,0)` is the singlet, column `(1,1)` the triplet built from
equal labels, and the other two columns are the pairs with unequal labels. -/
def spinRotation : Matrix (Fin 2 × Fin 2) (Fin 2 × Fin 2) ℝ :=
  Matrix.of fun p c =>
    if c = (0, 0) then (if p.1 = p.2 then (√2)⁻¹ else 0)
    else if c = (1, 1) then
      (if p = (0, 0) then (√2)⁻¹ else if p = (1, 1) then -(√2)⁻¹ else 0)
    else if p = c then 1 else 0

/-- The spin rotation acting on the full pair space, leaving the spatial transitions alone. -/
def fullRotation (n : Type*) [DecidableEq n] :
    Matrix (n × Fin 2 × Fin 2) (n × Fin 2 × Fin 2) ℂ :=
  (1 : Matrix n n ℂ) ⊗ₖ spinRotation.map Complex.ofRealHom

/-- The spatial Hamiltonian of each spin channel: `T + 2K` for the singlet `(0,0)`, and `T` for
the three others. -/
def channel (T K : Matrix n n ℂ) (c : Fin 2 × Fin 2) : Matrix n n ℂ :=
  if c = (0, 0) then T + (2 : ℂ) • K else T
```

The column labels `(0,0)` and `(1,1)` name the singlet and the equal-label triplet, not single spin pairs. `fullRotation` is \(R=1\otimes U\), and `channel` lists the expected blocks.

**Q:** Where does Hermiticity enter?

**A:** In showing that \(H\) is Hermitian when \(T\) and \(K\) are. The deltas are real and symmetric, so conjugate transposition acts on \(T\) and \(K\) alone. The block structure holds without it.

```lean
/-- Hermitian `T` and `K` give a Hermitian spin-resolved Hamiltonian. -/
theorem bse_isHermitian {T K : Matrix n n ℂ} (hT : T.IsHermitian) (hK : K.IsHermitian) :
    (bse T K).IsHermitian := by
  have hd : ∀ s r, star (delta s r) = delta s r := by
    intro s r
    by_cases h : s = r <;> simp [delta, h]
  have hc : ∀ s r, delta s r = delta r s := by
    intro s r
    simp only [delta, eq_comm]
  ext p q
  simp only [conjTranspose_apply, bse, of_apply, star_add, star_mul', hT.apply, hK.apply, hd]
  rw [hc q.2.1 p.2.1, hc q.2.2 p.2.2]
  ring
```

**Q:** And the factor 2?

**A:** \(J\) adds the two equal-label amplitudes and returns the sum in both places. On the singlet the sum is \(2/\sqrt2\), so \(J\) multiplies it by 2. On each triplet the sum is zero. The four vectors are orthonormal, hence

\[ U^{T}U=1,\qquad U^{T}JU=\mathrm{diag}(2,0,0,0). \]

Lean checks both identities entry by entry, using \((1/\sqrt2)^2=1/2\).

```lean
/-- The spin rotation is orthogonal. -/
theorem spinRotation_orthogonal : spinRotationᵀ * spinRotation = 1 := by
  have h : (√2 : ℝ)⁻¹ * (√2)⁻¹ = 1 / 2 := by
    rw [← mul_inv, Real.mul_self_sqrt (by norm_num)]
    norm_num
  ext ⟨a, b⟩ ⟨c, d⟩
  fin_cases a <;> fin_cases b <;> fin_cases c <;> fin_cases d <;>
    simp [spinRotation, Matrix.mul_apply, Fintype.sum_prod_type, Fin.sum_univ_two] <;>
    linarith

/-- In the rotated spin basis the exchange factor is diagonal, with entry 2 for the singlet and
0 for the three triplets. -/
theorem exchangeSpin_rotated : spinRotationᵀ * exchangeSpin * spinRotation =
    Matrix.diagonal (fun c => if c = (0, 0) then 2 else 0) := by
  have h : (√2 : ℝ)⁻¹ * (√2)⁻¹ = 1 / 2 := by
    rw [← mul_inv, Real.mul_self_sqrt (by norm_num)]
    norm_num
  ext ⟨a, b⟩ ⟨c, d⟩
  fin_cases a <;> fin_cases b <;> fin_cases c <;> fin_cases d <;>
    simp [spinRotation, exchangeSpin, Matrix.mul_apply, Fintype.sum_prod_type,
      Fin.sum_univ_two]
  linarith
```

Comparing entries also gives \(H=T\otimes1+K\otimes J\).

```lean
/-- The Hamiltonian is `T` times the spin identity plus `K` times the exchange spin factor. -/
theorem bse_eq_kronecker (T K : Matrix n n ℂ) :
    bse T K = T ⊗ₖ (1 : Matrix (Fin 2 × Fin 2) (Fin 2 × Fin 2) ℂ) +
      K ⊗ₖ exchangeSpin.map Complex.ofRealHom := by
  ext ⟨t, a, b⟩ ⟨u, c, d⟩
  fin_cases a <;> fin_cases b <;> fin_cases c <;> fin_cases d <;>
    simp [bse, delta, exchangeSpin]
```

**Q:** Can I see this without choosing a basis?

**A:** Apply \(H\) to a spatial amplitude \(v\) times any \(2\times2\) spin matrix \(\sigma\):

\[ H(v\otimes\sigma)=Tv\otimes\sigma+(\operatorname{tr}\sigma)\,Kv\otimes 1 . \]

Exchange sees only the trace. The proof sums over the spins \(r,r'\) for each \(u\).

```lean
variable [Fintype n]

/-- On a spatial amplitude `v` times a spin matrix `σ`, the exchange term acts only through the
trace of `σ`. -/
theorem bse_mulVec_product (T K : Matrix n n ℂ) (v : n → ℂ) (σ : Matrix (Fin 2) (Fin 2) ℂ) :
    bse T K *ᵥ (fun p => v p.1 * σ p.2.1 p.2.2) =
      fun p => (T *ᵥ v) p.1 * σ p.2.1 p.2.2 +
        (K *ᵥ v) p.1 * (σ.trace * delta p.2.1 p.2.2) := by
  ext ⟨t, a, b⟩
  simp only [Matrix.mulVec, dotProduct, Fintype.sum_prod_type]
  rw [Finset.sum_mul, Finset.sum_mul, ← Finset.sum_add_distrib]
  refine Finset.sum_congr rfl fun u _ => ?_
  fin_cases a <;> fin_cases b <;>
    simp [bse, delta, Matrix.trace, Fin.sum_univ_two] <;> ring
```

**Q:** Does the singlet then lie above the triplet?

**A:** Not always strictly: the two coincide when \(K=0\). But for Hermitian \(T\) no singlet lies below the lowest triplet, provided that \(\operatorname{Re}v^\dagger Kv\ge0\) for all \(v\). Physically, \(v^\dagger Kv\) is the Coulomb interaction of a transition density with its own complex conjugate, which is non-negative; here its sign is assumed. Suppose also that \(\operatorname{Re}v^\dagger Tv\ge E\,v^\dagger v\) for all \(v\). If \((T+2K)v=wv\) with \(w\) real and \(v\neq0\), then

\[ w\,v^\dagger v=\operatorname{Re}v^\dagger Tv+2\operatorname{Re}v^\dagger Kv\ge E\,v^\dagger v, \]

and dividing by \(v^\dagger v>0\) gives \(w\ge E\). For Hermitian \(T\), \(E\) can be the lowest triplet energy.

```lean
/-- If `T` is bounded below by `E` and the exchange `K` has a nonnegative quadratic form, then no
real eigenvalue `w` of the singlet block `T + 2K` lies below `E`. -/
theorem singlet_not_below_triplet (T K : Matrix n n ℂ) (E w : ℝ)
    (hT : ∀ x : n → ℂ, E * (star x ⬝ᵥ x).re ≤ (star x ⬝ᵥ T *ᵥ x).re)
    (hK : ∀ x : n → ℂ, 0 ≤ (star x ⬝ᵥ K *ᵥ x).re)
    (v : n → ℂ) (hv : v ≠ 0) (hw : (T + (2 : ℂ) • K) *ᵥ v = (w : ℂ) • v) : E ≤ w := by
  have hN : 0 < (star v ⬝ᵥ v).re := by
    have e : (star v ⬝ᵥ v).re = ∑ i, Complex.normSq (v i) := by
      simp [dotProduct, Complex.normSq_apply]
    obtain ⟨i, hi⟩ := Function.ne_iff.mp hv
    rw [e]
    exact Finset.sum_pos' (fun j _ => Complex.normSq_nonneg _)
      ⟨i, Finset.mem_univ i, Complex.normSq_pos.mpr hi⟩
  -- the expectation value of the eigenvalue equation
  have h := congrArg (fun x => (star v ⬝ᵥ x).re) hw
  simp only [Matrix.add_mulVec, Matrix.smul_mulVec, dotProduct_add, dotProduct_smul,
    smul_eq_mul, Complex.add_re, Complex.mul_re, Complex.ofReal_re, Complex.ofReal_im,
    Complex.re_ofNat, Complex.im_ofNat, zero_mul, sub_zero] at h
  refine le_of_mul_le_mul_right ?_ hN
  linarith [hT v, hK v]
```

**Q:** Now the full matrix.

**A:** Space and spin factors multiply separately, so

\[ R^{T}HR=T\otimes1+K\otimes\mathrm{diag}(2,0,0,0). \]

This is \(T+2K\) in the singlet channel and \(T\) in the other three. Lean rewrites with the two spin identities, then compares entries within and between channels.

```lean
variable [DecidableEq n]

/-- The spin rotation brings the Hamiltonian to block-diagonal form, with one singlet block
`T + 2K` and three triplet blocks `T`. -/
theorem bse_blockDiagonal (T K : Matrix n n ℂ) :
    (fullRotation n)ᵀ * bse T K * fullRotation n = Matrix.blockDiagonal (channel T K) := by
  have ht : (fullRotation n)ᵀ =
      (1 : Matrix n n ℂ) ⊗ₖ spinRotationᵀ.map Complex.ofRealHom := by
    rw [fullRotation, ← Matrix.kroneckerMap_transpose, Matrix.transpose_one]
    rfl
  have h1 : spinRotationᵀ.map Complex.ofRealHom * spinRotation.map Complex.ofRealHom = 1 := by
    rw [← Matrix.map_mul, spinRotation_orthogonal]
    exact Matrix.map_one _ (map_zero _) (map_one _)
  have h2 : spinRotationᵀ.map Complex.ofRealHom * exchangeSpin.map Complex.ofRealHom *
      spinRotation.map Complex.ofRealHom =
      (Matrix.diagonal (fun c => if c = (0, 0) then (2 : ℝ) else 0)).map
        Complex.ofRealHom := by
    rw [← Matrix.map_mul, ← Matrix.map_mul, exchangeSpin_rotated]
  -- space and spin factors multiply separately
  rw [ht, bse_eq_kronecker, fullRotation, Matrix.mul_add, Matrix.add_mul]
  simp only [← Matrix.mul_kronecker_mul, one_mul, mul_one]
  rw [h1, h2]
  ext ⟨t, c⟩ ⟨u, d⟩
  by_cases h : c = d
  · subst h
    by_cases h0 : c = (0, 0)
    · simp [channel, h0, Matrix.blockDiagonal_apply, mul_comm]
    · simp [channel, h0, Matrix.blockDiagonal_apply]
  · simp [h, Matrix.blockDiagonal_apply]
```

Since \(R\) is orthogonal, \(H\) has the characteristic polynomial of the block matrix, and the determinant factorises:

\[ \det(\lambda-H)=\det(\lambda-T-2K)\,\det(\lambda-T)^3 . \]

Lean obtains \(R^TR=1\) from the block theorem at \(T=1\), \(K=0\), and then \(RR^T=1\) because \(R\) is square.

```lean
/-- The characteristic polynomial of the spin-resolved Hamiltonian is that of `T + 2K` times the
cube of that of `T`. -/
theorem bse_charpoly (T K : Matrix n n ℂ) :
    (bse T K).charpoly = (T + (2 : ℂ) • K).charpoly * T.charpoly ^ 3 := by
  have ho : fullRotation n * (fullRotation n)ᵀ = 1 := by
    have h := bse_blockDiagonal (1 : Matrix n n ℂ) 0
    have e1 : bse (1 : Matrix n n ℂ) 0 = 1 := by
      rw [bse_eq_kronecker]
      simp
    have e2 : channel (1 : Matrix n n ℂ) 0 = 1 := by
      funext c
      simp [channel]
    rw [e1, e2, mul_one, Matrix.blockDiagonal_one] at h
    exact mul_eq_one_comm.mp h
  -- the rotation leaves the characteristic polynomial unchanged
  have hs : (bse T K).charpoly = (Matrix.blockDiagonal (channel T K)).charpoly := by
    rw [← bse_blockDiagonal, mul_assoc, Matrix.charpoly_mul_comm, mul_assoc, ho, mul_one]
  -- the characteristic matrix is block diagonal as well
  have hb : (Matrix.blockDiagonal (channel T K)).charmatrix =
      Matrix.blockDiagonal (fun c => (channel T K c).charmatrix) := by
    ext1 ⟨i, c⟩ ⟨j, d⟩
    by_cases h : c = d <;> by_cases h' : i = j <;>
      simp [Matrix.blockDiagonal_apply, h, h']
  rw [hs, Matrix.charpoly, hb, Matrix.det_blockDiagonal]
  change ∏ c, (channel T K c).charpoly = _
  simp only [Fintype.prod_prod_type, Fin.prod_univ_two]
  simp [channel]
  ring

end

end BetheSalpeterSpin
```

```lean
#print axioms BetheSalpeterSpin.bse_mulVec_product
#print axioms BetheSalpeterSpin.singlet_not_below_triplet
#print axioms BetheSalpeterSpin.bse_blockDiagonal
#print axioms BetheSalpeterSpin.bse_charpoly
```

```
'BetheSalpeterSpin.bse_mulVec_product' depends on axioms: [propext, Classical.choice, Quot.sound]
'BetheSalpeterSpin.singlet_not_below_triplet' depends on axioms: [propext, Classical.choice, Quot.sound]
'BetheSalpeterSpin.bse_blockDiagonal' depends on axioms: [propext, Classical.choice, Quot.sound]
'BetheSalpeterSpin.bse_charpoly' depends on axioms: [propext, Classical.choice, Quot.sound]
```

**Q:** What remains between this and my crystal?

**A:** That its Bethe-Salpeter matrix has this form: a finite set of transitions, a static kernel, no coupling to de-excitations, and the same orbitals and quasiparticle energies for both spins. That is physical input.

**Q:** And in the run itself?

**A:** Take 4 valence bands, 6 conduction bands and 100 k-points. That makes 2400 transitions, so the matrix with spin has dimension 9600. You assemble \(T\) and \(K\) at dimension 2400, diagonalise \(T+2K\) for the optical spectrum, and diagonalise \(T\) if you want triplets. A normalised singlet eigenvector \(c_t\) stands for the spin-resolved amplitude \(c_t\,\delta_{ss'}/\sqrt2\). Summing over spin therefore multiplies its transition dipole by \(\sqrt2\).
